# Error bound for the residual iteration with a symmetric positive operator

## Updating the potential in a screening medium

To find the electrostatic potential of given charges immersed in an electrolyte, one can start from a guess, compute the residual of the discretised equation, add a fixed multiple of it to the potential, and repeat. Two numbers have to be chosen: the multiple and the number of repetitions. For a linear screening model on a finite grid, two bounds on the operator give a suitable multiple and, together with the wanted reduction of the error, a sufficient number of repetitions.

A typical equation is the linearised Poisson–Boltzmann equation

$$-\nabla\cdot(a\nabla\phi)+s\,\phi=4\pi q,$$

in Gaussian or atomic units, with relative permittivity $a>0$, screening coefficient $s>0$ everywhere and external charge density $q$. After discretisation it reads $Ax=b$, where $x$ holds the potential values, $b$ the source and $A$ is a symmetric matrix.

Take constant $a$ and $s$, a periodic cubic grid of spacing $h$ and the seven-point Laplacian. Then

$$s\,\|x\|^2\le\langle x,Ax\rangle\le\Big(s+\frac{12a}{h^2}\Big)\|x\|^2 .$$

The lower bound comes from the mobile ions: without them a constant potential would cost no energy, and the periodic problem would have no positive lower bound. The upper bound comes from the grid, which limits how fast the potential can oscillate.

## The bound and its hypotheses

Let $A$ be a symmetric linear operator on a real inner-product space, with

$$m\|x\|^2\le\langle x,Ax\rangle\le M\|x\|^2\quad\text{for all }x,\qquad 0<m\le M,$$

and let $x_*$ solve $Ax_*=b$. Set

$$\tau=\frac{2}{m+M},\qquad \rho=\frac{M-m}{M+m},\qquad x_{k+1}=x_k+\tau(b-Ax_k).$$

Then $\|x_k-x_*\|\le\rho^k\|x_0-x_*\|$ for every $k\ge 0$.

In Lean this is `error_bound`, and its ingredients correspond to the physics as follows.

- `E` is the space of potentials. Its inner product is left general, so a grid with quadrature weights is allowed if $A$ is symmetric in the weighted product.
- `A : E →ₗ[ℝ] E` is the discretised operator, and `A.IsSymmetric` says $\langle Au,v\rangle=\langle u,Av\rangle$. In finite dimension this is self-adjointness.
- `FormBounds A m M` is the pair of inequalities above. The numbers $m$ and $M$ need not be the extreme eigenvalues; safe estimates are enough, with a correspondingly weaker factor.
- `iterate A b τ x₀ k` is $x_k$, defined by the update rule itself, with $x_0$ at index 0.
- `hxs : A xs = b` supplies the solution $x_*$.

`error_bound` needs no finite dimension, because the solution is given. The theorem `converges` adds `FiniteDimensional ℝ E` and obtains existence and uniqueness of the solution, as well as convergence to it from every start.

The model is linear and has real numbers in place of floating-point ones. The full Poisson–Boltzmann equation is nonlinear and does not fit it, and the difference between the grid solution and the continuum potential is a separate matter.

## How the error propagates

Write $e_k=x_k-x_*$. Since $b=Ax_*$,

$$e_{k+1}=e_k+\tau(Ax_*-Ax_k)=e_k-\tau Ae_k=Be_k,\qquad B=1-\tau A .$$

It remains to show $\|Bx\|\le\rho\|x\|$ for all $x$. The quadratic form of $B$ is $\langle x,Bx\rangle=\|x\|^2-\tau\langle x,Ax\rangle$, so

$$(1-\tau M)\|x\|^2\le\langle x,Bx\rangle\le(1-\tau m)\|x\|^2 .$$

The choice of $\tau$ makes the two ends symmetric about zero:

$$1-\tau m=\frac{M-m}{M+m}=\rho,\qquad 1-\tau M=\frac{m-M}{M+m}=-\rho .$$

Hence $|\langle x,Bx\rangle|\le\rho\|x\|^2$.

## From the quadratic form to the norm

Let $B$ be any symmetric operator with $|\langle x,Bx\rangle|\le c\|x\|^2$ and $c\ge0$. Subtracting the forms at $x+y$ and $x-y$ gives

$$4\langle Bx,y\rangle=\langle x+y,B(x+y)\rangle-\langle x-y,B(x-y)\rangle\le c\big(\|x+y\|^2+\|x-y\|^2\big)=2c\big(\|x\|^2+\|y\|^2\big).$$

So $2\langle Bx,y\rangle\le c(\|x\|^2+\|y\|^2)$ for every $y$. If $c>0$, put $y=Bx/c$:

$$\frac{2}{c}\|Bx\|^2\le c\|x\|^2+\frac1c\|Bx\|^2,\qquad\text{hence}\qquad \|Bx\|^2\le c^2\|x\|^2 .$$

If $c=0$, put $y=Bx$ and get $2\|Bx\|^2\le0$. In both cases $\|Bx\|\le c\|x\|$.

With $c=\rho$ this gives $\|e_{k+1}\|\le\rho\|e_k\|$, and induction on $k$ gives the bound.

In finite dimension the solution exists and is unique: $Ax=0$ implies $m\|x\|^2\le0$, so $x=0$; thus $A$ is injective and therefore bijective. Since $0\le\rho<1$, the error tends to zero.

## How many steps are enough

Write $\rho=1-\delta$ with $\delta=2m/(M+m)$. From $1-\delta\le e^{-\delta}$ follows $\rho^k\le e^{-k\delta}$. This is at most a given $\varepsilon>0$ as soon as

$$k\ge\frac{M+m}{2m}\,\log\frac1\varepsilon .$$

For the grid above, with Debye length $\lambda=\sqrt{a/s}$, the prefactor is $1+6(\lambda/h)^2$. With $\lambda=10h$ and $\varepsilon=10^{-6}$, about 8300 steps are enough. Weak screening and fine grids make the plain iteration slow.

## The slowest error and the best fixed step

If the initial error satisfies $Ae_0=me_0$, then $e_k=(1-\tau m)^ke_0=\rho^ke_0$, and the bound is attained. On the periodic grid above such an error is a constant shift of the potential.

Suppose now that $m$ and $M$ are both eigenvalues, and that some step length $\tau$, not necessarily the one above, gives $\|x-\tau Ax\|\le c\|x\|$ for all $x$. Inserting the two eigenvectors yields $|1-\tau m|\le c$ and $|1-\tau M|\le c$, in particular

$$1-\tau m\le c,\qquad \tau M-1\le c .$$

Multiply the first inequality by $M$, the second by $m$, and add: $M-m\le c(M+m)$, so $c\ge\rho$. The comparison is between fixed step lengths, by their contraction factor in a single step. It says nothing about step lengths that vary during the iteration, or about preconditioned or conjugate-gradient methods.

## The Lean file

```lean
import Mathlib

open Filter Topology

namespace ScreeningRichardson

noncomputable section

variable {E : Type*} [NormedAddCommGroup E] [InnerProductSpace ℝ E]

/-- The quadratic form of the operator `A` lies between `m ‖x‖²` and `M ‖x‖²`. -/
def FormBounds (A : E →ₗ[ℝ] E) (m M : ℝ) : Prop :=
  ∀ x, m * ‖x‖ ^ 2 ≤ inner ℝ x (A x) ∧ inner ℝ x (A x) ≤ M * ‖x‖ ^ 2

/-- The iteration for `A x = b` that starts at `x₀` and adds `τ` times the current
residual `b - A x` in each step. -/
def iterate (A : E →ₗ[ℝ] E) (b : E) (τ : ℝ) (x₀ : E) : ℕ → E
  | 0 => x₀
  | k + 1 => iterate A b τ x₀ k + τ • (b - A (iterate A b τ x₀ k))

/-- A symmetric operator whose quadratic form is at most `c ‖x‖²` in absolute value,
with `c ≥ 0`, stretches no vector by more than the factor `c`. -/
theorem norm_le_of_form_le {B : E →ₗ[ℝ] E} (hB : B.IsSymmetric) {c : ℝ} (hc : 0 ≤ c)
    (h : ∀ x, |inner ℝ x (B x)| ≤ c * ‖x‖ ^ 2) (x : E) : ‖B x‖ ≤ c * ‖x‖ := by
  -- polarization: compare the form at x + y and at x - y
  have key : ∀ y, 2 * inner ℝ (B x) y ≤ c * (‖x‖ ^ 2 + ‖y‖ ^ 2) := by
    intro y
    have h1 := (abs_le.mp (h (x + y))).2
    have h2 := (abs_le.mp (h (x - y))).1
    have hs : inner ℝ x (B y) = inner ℝ (B x) y := (hB x y).symm
    have hyx : inner ℝ y (B x) = inner ℝ (B x) y := real_inner_comm _ _
    simp only [map_add, inner_add_left, inner_add_right, hs, hyx, norm_add_sq_real] at h1
    simp only [map_sub, inner_sub_left, inner_sub_right, hs, hyx, norm_sub_sq_real] at h2
    nlinarith
  rcases hc.eq_or_lt with h0 | hpos
  · subst h0
    have h1 := key (B x)
    rw [real_inner_self_eq_norm_sq, zero_mul] at h1
    rw [zero_mul]
    nlinarith [norm_nonneg (B x)]
  · -- the best test vector is B x / c
    have h1 := key (c⁻¹ • B x)
    rw [real_inner_smul_right, real_inner_self_eq_norm_sq, norm_smul,
      Real.norm_of_nonneg (inv_nonneg.mpr hc), mul_pow] at h1
    have e1 : c * (‖x‖ ^ 2 + c⁻¹ ^ 2 * ‖B x‖ ^ 2) = c * ‖x‖ ^ 2 + c⁻¹ * ‖B x‖ ^ 2 := by
      field_simp
    have h2 : c⁻¹ * ‖B x‖ ^ 2 ≤ c * ‖x‖ ^ 2 := by linarith
    have h3 := mul_le_mul_of_nonneg_left h2 hc
    rw [← mul_assoc, mul_inv_cancel₀ hpos.ne', one_mul] at h3
    refine (sq_le_sq₀ (norm_nonneg _) (by positivity)).mp ?_
    linarith [mul_pow c ‖x‖ 2, show c * (c * ‖x‖ ^ 2) = c ^ 2 * ‖x‖ ^ 2 by ring]

/-- For a symmetric `A` with form bounds `0 < m ≤ M`, the operator `1 - 2 A / (m + M)`
shrinks every vector at least by the factor `(M - m) / (M + m)`. -/
theorem step_contraction {A : E →ₗ[ℝ] E} (hA : A.IsSymmetric) {m M : ℝ} (hm : 0 < m)
    (hmM : m ≤ M) (hb : FormBounds A m M) (x : E) :
    ‖x - (2 / (m + M)) • A x‖ ≤ (M - m) / (M + m) * ‖x‖ := by
  have hM : 0 < M := hm.trans_le hmM
  have hτ0 : 0 ≤ 2 / (m + M) := by positivity
  have hρ0 : 0 ≤ (M - m) / (M + m) := div_nonneg (by linarith) (by linarith)
  have e1 : 2 / (m + M) * m = 1 - (M - m) / (M + m) := by
    rw [add_comm m M]
    field_simp
    ring
  have e2 : 2 / (m + M) * M = 1 + (M - m) / (M + m) := by
    rw [add_comm m M]
    field_simp
    ring
  generalize 2 / (m + M) = τ at *
  generalize (M - m) / (M + m) = ρ at *
  have hS : (LinearMap.id - τ • A : E →ₗ[ℝ] E).IsSymmetric := by
    intro u v
    simp only [LinearMap.sub_apply, LinearMap.id_apply, LinearMap.smul_apply,
      inner_sub_left, inner_sub_right, real_inner_smul_left, real_inner_smul_right, hA u v]
  refine norm_le_of_form_le hS hρ0 (fun y => ?_) x
  simp only [LinearMap.sub_apply, LinearMap.id_apply, LinearMap.smul_apply,
    inner_sub_right, real_inner_smul_right, real_inner_self_eq_norm_sq]
  -- the form of 1 - τ A lies between -ρ and ρ
  have l1 := mul_le_mul_of_nonneg_left (hb y).1 hτ0
  have l2 := mul_le_mul_of_nonneg_left (hb y).2 hτ0
  rw [← mul_assoc, e1] at l1
  rw [← mul_assoc, e2] at l2
  exact abs_le.mpr ⟨by linarith, by linarith⟩

/-- If `A xs = b`, one step of the iteration turns the error `e` into `e - τ A e`. -/
theorem error_succ {A : E →ₗ[ℝ] E} {b xs : E} (hxs : A xs = b) (τ : ℝ) (x₀ : E) (k : ℕ) :
    iterate A b τ x₀ (k + 1) - xs =
      (iterate A b τ x₀ k - xs) - τ • A (iterate A b τ x₀ k - xs) := by
  subst hxs
  simp only [iterate, map_sub]
  module

/-- For a symmetric `A` with form bounds `0 < m ≤ M` and a solution `xs` of `A xs = b`, the
iteration with step `2 / (m + M)` has after `k` steps an error of at most
`((M - m) / (M + m)) ^ k` times the initial error. -/
theorem error_bound {A : E →ₗ[ℝ] E} (hA : A.IsSymmetric) {m M : ℝ} (hm : 0 < m)
    (hmM : m ≤ M) (hb : FormBounds A m M) {b xs : E} (hxs : A xs = b) (x₀ : E) (k : ℕ) :
    ‖iterate A b (2 / (m + M)) x₀ k - xs‖ ≤ ((M - m) / (M + m)) ^ k * ‖x₀ - xs‖ := by
  have hρ0 : 0 ≤ (M - m) / (M + m) := div_nonneg (by linarith) (by linarith)
  induction k with
  | zero => simp [iterate]
  | succ k ih =>
    rw [error_succ hxs]
    refine (step_contraction hA hm hmM hb _).trans ?_
    refine (mul_le_mul_of_nonneg_left ih hρ0).trans (le_of_eq ?_)
    ring

/-- In finite dimension, for a symmetric `A` with form bounds `0 < m ≤ M`, the equation
`A x = b` has exactly one solution, and the iteration with step `2 / (m + M)` converges to
it from every starting point. -/
theorem converges [FiniteDimensional ℝ E] {A : E →ₗ[ℝ] E} (hA : A.IsSymmetric) {m M : ℝ}
    (hm : 0 < m) (hmM : m ≤ M) (hb : FormBounds A m M) (b : E) :
    (∃! x, A x = b) ∧ ∀ xs, A xs = b → ∀ x₀,
      Tendsto (iterate A b (2 / (m + M)) x₀) atTop (𝓝 xs) := by
  constructor
  · -- positivity makes A injective, finite dimension makes it surjective
    have hinj : Function.Injective A := by
      refine (injective_iff_map_eq_zero A).2 fun x hx => ?_
      have h1 := (hb x).1
      rw [hx, inner_zero_right] at h1
      by_contra h
      have h2 : 0 < ‖x‖ := norm_pos_iff.mpr h
      linarith [mul_pos hm (pow_pos h2 2)]
    exact Function.Bijective.existsUnique ⟨hinj, LinearMap.injective_iff_surjective.mp hinj⟩ b
  · intro xs hxs x₀
    have hρ0 : 0 ≤ (M - m) / (M + m) := div_nonneg (by linarith) (by linarith)
    have hρ1 : (M - m) / (M + m) < 1 := by
      rw [div_lt_one (by linarith)]
      linarith
    have hlim := (tendsto_pow_atTop_nhds_zero_of_lt_one hρ0 hρ1).mul_const ‖x₀ - xs‖
    rw [zero_mul] at hlim
    exact tendsto_iff_norm_sub_tendsto_zero.mpr
      (squeeze_zero (fun _ => norm_nonneg _) (error_bound hA hm hmM hb hxs x₀) hlim)

/-- For a symmetric `A` with form bounds `0 < m ≤ M`, a solution `xs` of `A xs = b` and `ε > 0`, any
number of steps `k ≥ (M + m) / (2 m) · log (1 / ε)` with step length `2 / (m + M)` leaves an error
of at most `ε` times the initial error. -/
theorem steps_suffice {A : E →ₗ[ℝ] E} (hA : A.IsSymmetric) {m M : ℝ} (hm : 0 < m)
    (hmM : m ≤ M) (hb : FormBounds A m M) {b xs : E} (hxs : A xs = b) (x₀ : E)
    {ε : ℝ} (hε : 0 < ε) {k : ℕ} (hk : (M + m) / (2 * m) * Real.log (1 / ε) ≤ k) :
    ‖iterate A b (2 / (m + M)) x₀ k - xs‖ ≤ ε * ‖x₀ - xs‖ := by
  have hM : 0 < M := hm.trans_le hmM
  have hρ0 : 0 ≤ (M - m) / (M + m) := div_nonneg (by linarith) (by linarith)
  have hδ : 0 ≤ 2 * m / (M + m) := by positivity
  have hρ : (M - m) / (M + m) = -(2 * m / (M + m)) + 1 := by
    field_simp
    ring
  have h1 : (M - m) / (M + m) ≤ Real.exp (-(2 * m / (M + m))) := by
    rw [hρ]
    exact Real.add_one_le_exp _
  have h2 := mul_le_mul_of_nonneg_left hk hδ
  have e : 2 * m / (M + m) * ((M + m) / (2 * m)) = 1 := by field_simp
  rw [← mul_assoc, e, one_mul, one_div, Real.log_inv] at h2
  refine (error_bound hA hm hmM hb hxs x₀ k).trans ?_
  refine mul_le_mul_of_nonneg_right ?_ (norm_nonneg _)
  calc ((M - m) / (M + m)) ^ k ≤ Real.exp (-(2 * m / (M + m))) ^ k :=
        pow_le_pow_left₀ hρ0 h1 k
    _ = Real.exp (k * -(2 * m / (M + m))) := (Real.exp_nat_mul _ k).symm
    _ ≤ Real.exp (Real.log ε) := Real.exp_le_exp.mpr (by linarith)
    _ = ε := Real.exp_log hε

/-- If `m + M > 0`, `A xs = b` and the initial error is mapped by `A` to `m` times itself,
the error after `k` steps of length `2 / (m + M)` is exactly `((M - m) / (M + m)) ^ k` times
the initial one. -/
theorem error_sharp {A : E →ₗ[ℝ] E} {m M : ℝ} (hs : 0 < m + M) {b xs x₀ : E}
    (hxs : A xs = b) (he : A (x₀ - xs) = m • (x₀ - xs)) (k : ℕ) :
    iterate A b (2 / (m + M)) x₀ k - xs = ((M - m) / (M + m)) ^ k • (x₀ - xs) := by
  have hρ : (M - m) / (M + m) = 1 - 2 / (m + M) * m := by
    rw [add_comm M m]
    field_simp
    ring
  rw [hρ]
  induction k with
  | zero => simp [iterate]
  | succ k ih =>
    rw [error_succ hxs, ih, map_smul, he, pow_succ]
    module

/-- If `m > 0` and `M > 0` are eigenvalues of `A`, then for no step length `τ` does
`1 - τ A` shrink all vectors by a factor `c` smaller than `(M - m) / (M + m)`. -/
theorem step_optimal {A : E →ₗ[ℝ] E} {m M : ℝ} (hm : 0 < m) (hM : 0 < M) {u v : E}
    (hu : u ≠ 0) (hv : v ≠ 0) (hAu : A u = m • u) (hAv : A v = M • v) {τ c : ℝ}
    (h : ∀ x, ‖x - τ • A x‖ ≤ c * ‖x‖) : (M - m) / (M + m) ≤ c := by
  -- each eigenvalue l forces |1 - τ l| ≤ c
  have key : ∀ (l : ℝ) (w : E), w ≠ 0 → A w = l • w → |1 - τ * l| ≤ c := by
    intro l w hw hAw
    have h1 := h w
    rw [hAw, show w - τ • l • w = (1 - τ * l) • w by module, norm_smul,
      Real.norm_eq_abs] at h1
    exact le_of_mul_le_mul_right h1 (norm_pos_iff.mpr hw)
  have h1 := mul_le_mul_of_nonneg_left (abs_le.mp (key m u hu hAu)).2 hM.le
  have h2 := mul_le_mul_of_nonneg_left (abs_le.mp (key M v hv hAv)).1 hm.le
  rw [div_le_iff₀ (by linarith)]
  nlinarith

end

end ScreeningRichardson
```

```lean
#print axioms ScreeningRichardson.error_bound
-- 'ScreeningRichardson.error_bound' depends on axioms: [propext, Classical.choice, Quot.sound]
#print axioms ScreeningRichardson.converges
-- 'ScreeningRichardson.converges' depends on axioms: [propext, Classical.choice, Quot.sound]
#print axioms ScreeningRichardson.error_sharp
-- 'ScreeningRichardson.error_sharp' depends on axioms: [propext, Classical.choice, Quot.sound]
#print axioms ScreeningRichardson.step_optimal
-- 'ScreeningRichardson.step_optimal' depends on axioms: [propext, Classical.choice, Quot.sound]
```

## Polarization and contraction in the code

`norm_le_of_form_le` is the passage from form to norm. Its inner statement `key` is the inequality $2\langle Bx,y\rangle\le c(\|x\|^2+\|y\|^2)$. There `h1` is the upper bound at $x+y$ and `h2` the lower bound at $x-y$; the `simp only` calls expand both, using symmetry to identify the mixed terms, and `nlinarith` combines them. The split `hc.eq_or_lt` separates $c=0$ from $c>0$, with the same test vectors as in the derivation.

`step_contraction` applies this lemma to $1-\tau A$. The equations `e1` and `e2` say $\tau m=1-\rho$ and $\tau M=1+\rho$. Once they are established, `generalize` replaces the two fractions by the letters `τ` and `ρ`, and the form bounds for $1-\tau A$ follow by linear arithmetic.

## Induction, convergence and the remaining estimates

`error_succ` is the identity $e_{k+1}=e_k-\tau Ae_k$, for any step length and without symmetry. `error_bound` is the induction: the successor case rewrites with `error_succ`, applies `step_contraction`, and then inserts the induction hypothesis `ih` multiplied by $\rho\ge0$.

In `converges`, the lower form bound gives injectivity, and `LinearMap.injective_iff_surjective` uses finite dimension to turn it into surjectivity. For the limit, `squeeze_zero` places the error norm between zero and $\rho^k\|x_0-x_*\|$.

`steps_suffice` takes the inequality $1-\delta\le e^{-\delta}$ from `Real.add_one_le_exp`; its `calc` block is the chain $\rho^k\le (e^{-\delta})^k=e^{-k\delta}\le e^{\log\varepsilon}=\varepsilon$.

`error_sharp` is another induction, this time with an equality between vectors. It needs only $m+M>0$, the solution and the eigenvector equation for the initial error. In `step_optimal`, the inner statement `key` derives $|1-\tau l|\le c$ for any eigenvalue $l$ by dividing out the nonzero norm of the eigenvector. The terms `h1` and `h2` are the two inequalities already multiplied by $M$ and $m$, and the last line adds them.
